# The unnormalised first-order quantum jump step in finite dimension equals the Lindblad Euler step plus \(dt^2 K\rho K^\dagger\), with \(K = iH + \tfrac12\sum_k L_k^\dagger L_k\), and keeps \(\rho\) positive semidefinite

Q: An explicit Euler step of a master equation can leave the set of physical states at once. Take a density matrix \(\rho\), a Hermitian Hamiltonian \(H\) with \(\hbar = 1\), jump operators \(L_k\), and the equation \(\dot\rho = G(\rho)\) with
\[ G(\rho) = -i[H,\rho] + \sum_k \Big( L_k \rho L_k^\dagger - \tfrac12 \{L_k^\dagger L_k, \rho\} \Big). \]
For two levels \(|0\rangle, |1\rangle\), put \(H = \sigma_x\), a single \(L = |0\rangle\langle 1|\) and \(\rho = |0\rangle\langle 0|\). The dissipative terms vanish on this state, and a time step \(dt > 0\) gives
\[ \rho + dt\, G(\rho) = \begin{pmatrix} 1 & i\,dt \\ -i\,dt & 0 \end{pmatrix}. \]
The determinant is \(-dt^2\), so one eigenvalue is negative however small the step. You say that the jump step cures this and that Lean confirms it. I doubt that the checked statement is about my equation.

A: Take the mathematics first. Write \(\Gamma = \sum_k L_k^\dagger L_k\) and define
\[ K = iH + \tfrac12 \Gamma, \qquad M = 1 - dt\,K, \qquad J_k = \sqrt{dt}\, L_k, \qquad \Phi(\rho) = M\rho M^\dagger + \sum_k J_k \rho J_k^\dagger . \]
Since \(H\) and \(\Gamma\) are Hermitian, \(K^\dagger = -iH + \tfrac12\Gamma\). Therefore
\[ -K\rho - \rho K^\dagger = -iH\rho + i\rho H - \tfrac12 \Gamma\rho - \tfrac12 \rho\Gamma = -i[H,\rho] - \tfrac12\{\Gamma,\rho\}, \]
which gives \(G(\rho) = -K\rho - \rho K^\dagger + \sum_k L_k\rho L_k^\dagger\). Because \(dt\) is real, \(M^\dagger = 1 - dt\,K^\dagger\), and
\[ M\rho M^\dagger = \rho - dt\,K\rho - dt\,\rho K^\dagger + dt^2 K\rho K^\dagger, \qquad J_k\rho J_k^\dagger = dt\, L_k\rho L_k^\dagger . \]
Adding these and collecting the terms linear in \(dt\),
\[ \Phi(\rho) = \rho + dt\,G(\rho) + dt^2 K\rho K^\dagger . \]
If \(\rho\) is positive semidefinite, so is \(A\rho A^\dagger\) for any matrix \(A\), because \(x^\dagger A\rho A^\dagger x = (A^\dagger x)^\dagger \rho\,(A^\dagger x) \ge 0\) for every vector \(x\). The map \(\Phi\) is a sum of such terms. Cyclicity of the trace gives \(\operatorname{Tr}[H,\rho] = 0\) and \(\operatorname{Tr} L_k\rho L_k^\dagger = \operatorname{Tr} L_k^\dagger L_k\rho = \operatorname{Tr}\rho L_k^\dagger L_k\), so \(\operatorname{Tr} G(\rho) = 0\) and
\[ \operatorname{Tr}\Phi(\rho) = \operatorname{Tr}\rho + dt^2 \operatorname{Tr}(K\rho K^\dagger), \qquad dt^2\operatorname{Tr}(K\rho K^\dagger) \ge 0 . \]

Q: I accept that. Which Lean objects stand for these operators?

A: Operators are complex matrices `Matrix n n ℂ`, where the finite type `n` labels a basis of the Hilbert space and the finite type `ι` labels the jump channels. The postfix `ᴴ` is the adjoint, `I` is the imaginary unit and `•` multiplies a matrix by a number.

```lean
import Mathlib

open Matrix Complex
open scoped ComplexOrder NNReal

namespace QuantumJumpStep

noncomputable section

variable {n ι : Type*} [Fintype n] [DecidableEq n] [Fintype ι]
```

`effGen H L` is \(K\) and `lindbladian H L ρ` is \(G(\rho)\). No rate appears separately: a channel with rate \(\gamma_k \ge 0\) enters with \(\sqrt{\gamma_k}\) absorbed into \(L_k\). The form of \(G\) is postulated. It stands for a memoryless environment, and nothing here derives it from a system coupled to a bath.

```lean
/-- The no-jump generator `K = iH + ½ ∑ L_k† L_k`. -/
def effGen (H : Matrix n n ℂ) (L : ι → Matrix n n ℂ) : Matrix n n ℂ :=
  I • H + (1 / 2 : ℂ) • ∑ k, (L k)ᴴ * L k

/-- The Lindblad generator `G(ρ) = -i[H,ρ] + ∑ (L_k ρ L_k† - ½ {L_k† L_k, ρ})`. -/
def lindbladian (H : Matrix n n ℂ) (L : ι → Matrix n n ℂ) (ρ : Matrix n n ℂ) : Matrix n n ℂ :=
  (-I) • (H * ρ - ρ * H) +
    ∑ k, (L k * ρ * (L k)ᴴ - (1 / 2 : ℂ) • ((L k)ᴴ * L k * ρ + ρ * ((L k)ᴴ * L k)))
```

`noJump`, `jumpOp` and `step` are \(M\), \(J_k\) and \(\Phi\). The step has type `ℝ≥0`, so time runs forward and `Real.sqrt dt` squares back to \(dt\). The value \(dt = 0\) is allowed, and so is an empty set of channels, for which \(K = iH\).

```lean
/-- The no-jump Kraus operator `1 - dt K`. -/
def noJump (H : Matrix n n ℂ) (L : ι → Matrix n n ℂ) (dt : ℝ≥0) : Matrix n n ℂ :=
  1 - ((dt : ℝ) : ℂ) • effGen H L

/-- The jump Kraus operators `√dt L_k`. -/
def jumpOp (L : ι → Matrix n n ℂ) (dt : ℝ≥0) (k : ι) : Matrix n n ℂ :=
  ((Real.sqrt dt : ℝ) : ℂ) • L k

/-- One quantum jump step: `ρ ↦ M ρ M† + ∑ J_k ρ J_k†` with `M = 1 - dt K`, `J_k = √dt L_k`. -/
def step (H : Matrix n n ℂ) (L : ι → Matrix n n ℂ) (dt : ℝ≥0) (ρ : Matrix n n ℂ) :
    Matrix n n ℂ :=
  noJump H L dt * ρ * (noJump H L dt)ᴴ + ∑ k, jumpOp L dt k * ρ * (jumpOp L dt k)ᴴ
```

Q: If \(G\) were defined through \(K\), the expansion would only restate a definition.

A: `lindbladian` is written with the commutator and the anticommutators, as in your equation, and does not mention `effGen`. The link is proved, and it uses the hypothesis `hH : H.IsHermitian`, the statement that the energy is an observable. `effGen_conjTranspose` computes \(K^\dagger\): the adjoint passes through the sum and the scalars, `h1` turns \(i\) into \(-i\), and `hH.eq` replaces \(H^\dagger\) by \(H\).

```lean
omit [DecidableEq n] in
/-- For a Hermitian Hamiltonian, `K† = -iH + ½ ∑ L_k† L_k`. -/
theorem effGen_conjTranspose {H : Matrix n n ℂ} (hH : H.IsHermitian) (L : ι → Matrix n n ℂ) :
    (effGen H L)ᴴ = (-I) • H + (1 / 2 : ℂ) • ∑ k, (L k)ᴴ * L k := by
  have h1 : star I = -I := Complex.conj_I
  have h2 : star (1 / 2 : ℂ) = 1 / 2 := by simp
  rw [effGen, conjTranspose_add, conjTranspose_smul, conjTranspose_smul, conjTranspose_sum,
    hH.eq, h1, h2]
  simp only [conjTranspose_mul, conjTranspose_conjTranspose]
```

`lindbladian_eq` is the rewriting of \(G\). The `simp only` call gathers the sums over \(k\) into \(\Gamma\rho\) and \(\rho\Gamma\) and multiplies out. The tactic `module` then compares the coefficients of the matrix products on the two sides.

```lean
omit [DecidableEq n] in
/-- For a Hermitian Hamiltonian, `G(ρ) = -Kρ - ρK† + ∑ L_k ρ L_k†`. -/
theorem lindbladian_eq {H : Matrix n n ℂ} (hH : H.IsHermitian) (L : ι → Matrix n n ℂ)
    (ρ : Matrix n n ℂ) :
    lindbladian H L ρ =
      -(effGen H L * ρ) - ρ * (effGen H L)ᴴ + ∑ k, L k * ρ * (L k)ᴴ := by
  rw [effGen_conjTranspose hH]
  unfold lindbladian effGen
  simp only [Finset.sum_sub_distrib, ← Finset.smul_sum, Finset.sum_add_distrib,
    ← Finset.sum_mul, ← Finset.mul_sum, add_mul, mul_add, smul_mul_assoc, mul_smul_comm]
  module
```

`trace_lindbladian` has no hypothesis on \(H\) or \(\rho\). Its steps `h1` and `h2` are the two cyclic moves above. With \(t_k = \operatorname{Tr} L_k^\dagger L_k\rho\), each channel contributes \(t_k - \tfrac12(t_k + t_k) = 0\), which `ring` closes.

```lean
omit [DecidableEq n] in
/-- The Lindblad generator is traceless: `Tr G(ρ) = 0`. -/
theorem trace_lindbladian (H : Matrix n n ℂ) (L : ι → Matrix n n ℂ) (ρ : Matrix n n ℂ) :
    (lindbladian H L ρ).trace = 0 := by
  -- cyclicity of the trace, term by term
  have h1 : ∀ k, (L k * ρ * (L k)ᴴ).trace = ((L k)ᴴ * L k * ρ).trace :=
    fun k => trace_mul_cycle _ _ _
  have h2 : ∀ k, (ρ * ((L k)ᴴ * L k)).trace = ((L k)ᴴ * L k * ρ).trace :=
    fun k => trace_mul_comm _ _
  simp only [lindbladian, trace_add, trace_smul, trace_sub, trace_sum, h1, h2,
    trace_mul_comm H ρ, sub_self, smul_zero, zero_add]
  refine Finset.sum_eq_zero fun k _ => ?_
  rw [smul_eq_mul]
  ring
```

Q: I usually write this expansion with an \(O(dt^2)\) at the end. Is a small step assumed somewhere?

A: It is not. `step_eq` is an identity for every \(dt \ge 0\) and every matrix \(\rho\), positive or not. In the proof, `hst` says that a real factor is unchanged by the adjoint, `hs` is \(\sqrt{dt}\sqrt{dt} = dt\), and `hj` is \(J_k\rho J_k^\dagger = dt\,L_k\rho L_k^\dagger\). After \(M\rho M^\dagger\) is multiplied out into its four terms, `module` matches coefficients.

```lean
/-- For a Hermitian Hamiltonian the jump step is exactly `ρ + dt G(ρ) + dt² K ρ K†`. -/
theorem step_eq {H : Matrix n n ℂ} (hH : H.IsHermitian) (L : ι → Matrix n n ℂ) (dt : ℝ≥0)
    (ρ : Matrix n n ℂ) :
    step H L dt ρ = ρ + ((dt : ℝ) : ℂ) • lindbladian H L ρ
      + (((dt : ℝ) : ℂ) ^ 2) • (effGen H L * ρ * (effGen H L)ᴴ) := by
  have hst : ∀ x : ℝ, star (x : ℂ) = x := Complex.conj_ofReal
  have hs : ((Real.sqrt dt : ℝ) : ℂ) * ((Real.sqrt dt : ℝ) : ℂ) = ((dt : ℝ) : ℂ) := by
    rw [← Complex.ofReal_mul, Real.mul_self_sqrt dt.coe_nonneg]
  -- each jump contributes dt L ρ L†
  have hj : ∀ k, jumpOp L dt k * ρ * (jumpOp L dt k)ᴴ
      = ((dt : ℝ) : ℂ) • (L k * ρ * (L k)ᴴ) := fun k => by
    simp only [jumpOp, conjTranspose_smul, hst, smul_mul_assoc, mul_smul_comm, smul_smul, hs]
  rw [lindbladian_eq hH]
  simp only [step, hj, noJump, conjTranspose_sub, conjTranspose_one, conjTranspose_smul, hst,
    ← Finset.smul_sum, sub_mul, mul_sub, one_mul, mul_one, smul_mul_assoc, mul_smul_comm]
  module
```

Q: A set of Kraus operators should satisfy \(M^\dagger M + \sum_k J_k^\dagger J_k = 1\). Does the formal step claim to be a quantum channel?

A: It does not, and the defect is computed exactly. From \(K + K^\dagger = \Gamma\), which is `hKK`,
\[ M^\dagger M = 1 - dt\,\Gamma + dt^2K^\dagger K, \qquad \sum_k J_k^\dagger J_k = dt\,\Gamma, \]
so the sum is \(1 + dt^2K^\dagger K\). The step has Kraus form without, in general, conserving probability.

```lean
/-- For a Hermitian Hamiltonian the Kraus operators satisfy
`M† M + ∑ J_k† J_k = 1 + dt² K† K`. -/
theorem kraus_completeness_defect {H : Matrix n n ℂ} (hH : H.IsHermitian)
    (L : ι → Matrix n n ℂ) (dt : ℝ≥0) :
    (noJump H L dt)ᴴ * noJump H L dt + ∑ k, (jumpOp L dt k)ᴴ * jumpOp L dt k
      = 1 + (((dt : ℝ) : ℂ) ^ 2) • ((effGen H L)ᴴ * effGen H L) := by
  have hst : ∀ x : ℝ, star (x : ℂ) = x := Complex.conj_ofReal
  have hs : ((Real.sqrt dt : ℝ) : ℂ) * ((Real.sqrt dt : ℝ) : ℂ) = ((dt : ℝ) : ℂ) := by
    rw [← Complex.ofReal_mul, Real.mul_self_sqrt dt.coe_nonneg]
  have hj : ∀ k, (jumpOp L dt k)ᴴ * jumpOp L dt k
      = ((dt : ℝ) : ℂ) • ((L k)ᴴ * L k) := fun k => by
    simp only [jumpOp, conjTranspose_smul, hst, smul_mul_assoc, mul_smul_comm, smul_smul, hs]
  -- the Hamiltonian drops out of K + K†
  have hKK : effGen H L + (effGen H L)ᴴ = ∑ k, (L k)ᴴ * L k := by
    rw [effGen_conjTranspose hH, effGen]
    module
  simp only [hj, noJump, conjTranspose_sub, conjTranspose_one, conjTranspose_smul, hst,
    ← Finset.smul_sum, sub_mul, mul_sub, one_mul, mul_one, smul_mul_assoc, mul_smul_comm]
  rw [← hKK]
  module
```

Q: The trace of a complex matrix is a complex number. What does "\(\ge 0\)" mean for it, and what is assumed of \(\rho\)?

A: `ComplexOrder` is opened at the top, and in that order `0 ≤ z` holds when \(z\) is real and nonnegative. `ρ.PosSemidef` means that \(\rho\) is Hermitian and \(x^\dagger\rho x \ge 0\) for all \(x\). Unit trace is not assumed, so the statement also covers unnormalised states. Read in words, `quantum_jump_step` says: for Hermitian \(H\), any \(L_k\), any \(dt \ge 0\) and positive semidefinite \(\rho\), the expansion holds, \(\Phi(\rho)\) is positive semidefinite, its trace is \(\operatorname{Tr}\rho + dt^2\operatorname{Tr}(K\rho K^\dagger)\), and the excess is real and nonnegative.

```lean
/-- For Hermitian `H` and positive semidefinite `ρ`, the jump step equals
`ρ + dt G(ρ) + dt² K ρ K†`, is positive semidefinite, and has trace
`Tr ρ + dt² Tr(K ρ K†)` with `dt² Tr(K ρ K†) ≥ 0`. -/
theorem quantum_jump_step {H : Matrix n n ℂ} (hH : H.IsHermitian) (L : ι → Matrix n n ℂ)
    (dt : ℝ≥0) {ρ : Matrix n n ℂ} (hρ : ρ.PosSemidef) :
    step H L dt ρ = ρ + ((dt : ℝ) : ℂ) • lindbladian H L ρ
        + (((dt : ℝ) : ℂ) ^ 2) • (effGen H L * ρ * (effGen H L)ᴴ) ∧
      (step H L dt ρ).PosSemidef ∧
      (step H L dt ρ).trace
        = ρ.trace + ((dt : ℝ) : ℂ) ^ 2 * (effGen H L * ρ * (effGen H L)ᴴ).trace ∧
      0 ≤ ((dt : ℝ) : ℂ) ^ 2 * (effGen H L * ρ * (effGen H L)ᴴ).trace := by
  refine ⟨step_eq hH L dt ρ, ?_, ?_, ?_⟩
  · -- a sum of sandwiches A ρ A†
    exact (hρ.mul_mul_conjTranspose_same _).add
      (Finset.sum_induction _ PosSemidef (fun _ _ ha hb => ha.add hb) PosSemidef.zero
        (fun k _ => hρ.mul_mul_conjTranspose_same _))
  · rw [step_eq hH, trace_add, trace_add, trace_smul, trace_smul, trace_lindbladian,
      smul_zero, add_zero, smul_eq_mul]
  · refine mul_nonneg ?_ (hρ.mul_mul_conjTranspose_same _).trace_nonneg
    rw [← Complex.ofReal_pow]
    exact Complex.zero_le_real.2 (sq_nonneg _)
```

The first claim is `step_eq`. For the second, `hρ.mul_mul_conjTranspose_same` is the argument for \(A\rho A^\dagger\), and `Finset.sum_induction` extends it to the sum over channels. The third takes the trace of the expansion and uses `trace_lindbladian`. The fourth multiplies \(dt^2 \ge 0\) by the trace of the positive matrix \(K\rho K^\dagger\).

Q: The inequality would also hold if the excess were always zero. When does the trace stay fixed?

A: For \(dt > 0\) and positive semidefinite \(\rho\), exactly when \(K\rho = 0\). If \(K\rho = 0\), the excess vanishes. Conversely, an unchanged trace gives \(\operatorname{Tr}(K\rho K^\dagger) = 0\) after division by \(dt^2\), which is `h1`. A positive matrix has nonnegative eigenvalues, and if they sum to zero the matrix vanishes, so \(K\rho K^\dagger = 0\), which is `hz`. For any \(x\) put \(v = K^\dagger x\). Then \(v^\dagger\rho v = x^\dagger K\rho K^\dagger x = 0\). Writing \(\rho = B^\dagger B\) for some matrix \(B\), this reads \(\|Bv\|^2 = 0\), so \(\rho v = 0\); Lean takes this from `dotProduct_mulVec_zero_iff` in `hv`. Letting \(x\) run over the basis vectors `Pi.single j 1` gives \(\rho K^\dagger = 0\), and the adjoint, with \(\rho^\dagger = \rho\), is \(K\rho = 0\).

```lean
/-- For Hermitian `H`, positive semidefinite `ρ` and `dt > 0`, the jump step leaves the trace
unchanged if and only if `K ρ = 0`. -/
theorem trace_step_eq_iff {H : Matrix n n ℂ} (hH : H.IsHermitian) (L : ι → Matrix n n ℂ)
    {dt : ℝ≥0} (hdt : 0 < dt) {ρ : Matrix n n ℂ} (hρ : ρ.PosSemidef) :
    (step H L dt ρ).trace = ρ.trace ↔ effGen H L * ρ = 0 := by
  have hd : ((dt : ℝ) : ℂ) ≠ 0 := Complex.ofReal_ne_zero.2 (NNReal.coe_pos.2 hdt).ne'
  rw [(quantum_jump_step hH L dt hρ).2.2.1]
  generalize effGen H L = K
  constructor
  · intro h
    have h0 : ((dt : ℝ) : ℂ) ^ 2 * (K * ρ * Kᴴ).trace = 0 := by linear_combination h
    have h1 : (K * ρ * Kᴴ).trace = 0 :=
      (mul_eq_zero.1 h0).resolve_left (pow_ne_zero 2 hd)
    -- a positive matrix with zero trace vanishes
    have hz : K * ρ * Kᴴ = 0 := (hρ.mul_mul_conjTranspose_same K).trace_eq_zero_iff.1 h1
    -- a vector with zero expectation value in ρ lies in the kernel of ρ
    have hv : ∀ x, ρ *ᵥ (Kᴴ *ᵥ x) = 0 := fun x => by
      refine (hρ.dotProduct_mulVec_zero_iff _).1 ?_
      rw [star_mulVec, conjTranspose_conjTranspose, mulVec_mulVec, ← dotProduct_mulVec,
        mulVec_mulVec, ← Matrix.mul_assoc, hz]
      simp
    have hm : ρ * Kᴴ = 0 := by
      ext i j
      have hij := congrFun (hv (Pi.single j 1)) i
      rw [mulVec_mulVec] at hij
      simpa using hij
    have hc := congrArg conjTranspose hm
    rwa [conjTranspose_mul, conjTranspose_conjTranspose, hρ.1.eq, conjTranspose_zero] at hc
  · intro h
    rw [h]
    simp
```

The condition depends on the origin of energy: adding a real multiple \(c\) of the identity to \(H\) leaves \(G\) alone and changes \(K\) to \(K + ic\).

Q: What part of the physics is then left out? The name suggests random trajectories.

A: `step` is a deterministic map on matrices, the sum of the unnormalised no-jump branch and jump branches, and no random choice among them is modelled. A trajectory method that renormalises the state after every step has an average of trace one, so for \(\rho\) of unit trace and \(dt > 0\) that average differs from \(\Phi(\rho)\) whenever \(K\rho \ne 0\). The theorems concern one step in finite dimension, so unbounded operators such as oscillator ladder operators enter only after truncation. They give no bound on the error accumulated over many steps and no comparison with the exact flow \(e^{tG}\). What is stated about positivity is that \(\Phi(\rho)\) is positive semidefinite; the extension to a system with an ancilla is not among the claims. For the simulation of a finite-dimensional Markovian open system, the result says that this integrator maps a positive semidefinite matrix to a positive semidefinite matrix at any step size, with a trace that does not fall and whose growth is known exactly.

Q: And my two-level example? Without it the extra term might be decoration.

A: It is the last theorem, with levels indexed 0 and 1 by `Fin 2` and the single channel by `Fin 1`. It states that \(\rho = \operatorname{diag}(1,0)\) is positive semidefinite and that the Euler matrix \(E = \rho + dt\,G(\rho)\) is not, for every \(dt > 0\). The step `hG` evaluates \(G(\rho)\) entry by entry, and positivity of \(\rho\) comes from \(\rho = \rho^\dagger\rho\). In place of your determinant, the proof tests \(E\) on \(|1\rangle\), the vector `![0, 1]`. Since \(\langle 1|E|1\rangle = 0\), a positive \(E\) would annihilate \(|1\rangle\), but component 0 of \(E|1\rangle\) is \(i\,dt \ne 0\). In this example \(K\rho = i|1\rangle\langle 0|\), so \(K\rho K^\dagger = |1\rangle\langle 1|\) and the jump step puts \(dt^2\) in the empty diagonal entry, with determinant zero and trace \(1 + dt^2\); after normalisation the population of level 1 is \(dt^2/(1+dt^2)\). That evaluation, like the remark on the origin of energy, is my own arithmetic and not a theorem of the file.

```lean
/-- For `H = σ_x`, the single jump operator `!![0, 1; 0, 0]` and the positive semidefinite
`ρ = diag(1, 0)`, the matrix `ρ + dt G(ρ)` is not positive semidefinite for any `dt > 0`. -/
theorem euler_step_not_posSemidef {dt : ℝ≥0} (hdt : 0 < dt) :
    (!![1, 0; 0, 0] : Matrix (Fin 2) (Fin 2) ℂ).PosSemidef ∧
      ¬ ((!![1, 0; 0, 0] : Matrix (Fin 2) (Fin 2) ℂ) + ((dt : ℝ) : ℂ) •
        lindbladian !![0, 1; 1, 0] (fun _ : Fin 1 => !![0, 1; 0, 0])
          !![1, 0; 0, 0]).PosSemidef := by
  have hL : (!![0, 1; 0, 0] : Matrix (Fin 2) (Fin 2) ℂ)ᴴ = !![0, 0; 1, 0] := by
    ext i j
    fin_cases i <;> fin_cases j <;> simp [conjTranspose_apply]
  have hG : lindbladian !![0, 1; 1, 0] (fun _ : Fin 1 => !![0, 1; 0, 0])
      (!![1, 0; 0, 0] : Matrix (Fin 2) (Fin 2) ℂ) = !![0, I; -I, 0] := by
    ext i j
    fin_cases i <;> fin_cases j <;>
      simp [lindbladian, hL]
  constructor
  · have e : (!![1, 0; 0, 0] : Matrix (Fin 2) (Fin 2) ℂ)ᴴ * !![1, 0; 0, 0]
        = (!![1, 0; 0, 0] : Matrix (Fin 2) (Fin 2) ℂ) := by
      ext i j
      fin_cases i <;> fin_cases j <;>
        simp [Matrix.mul_apply, Fin.sum_univ_succ, conjTranspose_apply]
    have hp := posSemidef_conjTranspose_mul_self (!![1, 0; 0, 0] : Matrix (Fin 2) (Fin 2) ℂ)
    rwa [e] at hp
  · rw [hG]
    intro h
    -- zero population in the second level next to a nonzero coherence
    have h0 := (h.dotProduct_mulVec_zero_iff ![0, 1]).1
      (by simp [mulVec, dotProduct, Fin.sum_univ_succ])
    have h1 := congrFun h0 0
    simp [mulVec, dotProduct, Fin.sum_univ_succ, hdt.ne'] at h1

end

end QuantumJumpStep
```

```lean
#print axioms QuantumJumpStep.kraus_completeness_defect
-- 'QuantumJumpStep.kraus_completeness_defect' depends on axioms: [propext, Classical.choice, Quot.sound]
#print axioms QuantumJumpStep.quantum_jump_step
-- 'QuantumJumpStep.quantum_jump_step' depends on axioms: [propext, Classical.choice, Quot.sound]
#print axioms QuantumJumpStep.trace_step_eq_iff
-- 'QuantumJumpStep.trace_step_eq_iff' depends on axioms: [propext, Classical.choice, Quot.sound]
#print axioms QuantumJumpStep.euler_step_not_posSemidef
-- 'QuantumJumpStep.euler_step_not_posSemidef' depends on axioms: [propext, Classical.choice, Quot.sound]
```
